# The spin correlation of two distinct spin-½ fermion sites is at most a quarter of their density correlation

Put one electron on each of two sites $i\neq j$, with $\hbar=1$. In the singlet $\mathbf S_i\cdot\mathbf S_j=-\tfrac34$, and in any triplet it is $\tfrac14$. Since $n_in_j=1$ in both cases, $\mathbf S_i\cdot\mathbf S_j$ equals $\tfrac14n_in_j$ minus the projector onto the singlet. An operator that removes a singlet pair extends this to any number of electrons.

## Counting singlet pairs

Let $a_{is}$ annihilate an electron on site $i$ with spin $s$. These operators and their adjoints satisfy the canonical anticommutation relations (CAR). Write $E_i^{st}=a_{is}^*a_{it}$, $n_i=E_i^{\uparrow\uparrow}+E_i^{\downarrow\downarrow}$, $S_i^k=\tfrac12\sum_{st}(\sigma_k)_{st}E_i^{st}$ with Pauli matrices $\sigma_k$, and

$$T=(a_{i\downarrow}a_{j\uparrow}-a_{i\uparrow}a_{j\downarrow})/\sqrt2 .$$

The claim is $\mathbf S_i\cdot\mathbf S_j=\tfrac14n_in_j-T^*T$. For $i\ne j$, two anticommutations give

$$(a_{is}a_{jt})^*a_{is'}a_{jt'}=a_{jt}^*a_{is}^*a_{is'}a_{jt'}=a_{is}^*a_{is'}a_{jt}^*a_{jt'}=E_i^{ss'}E_j^{tt'}.$$

Hence

$$T^*T=\tfrac12\big(E_i^{\downarrow\downarrow}E_j^{\uparrow\uparrow}+E_i^{\uparrow\uparrow}E_j^{\downarrow\downarrow}-E_i^{\downarrow\uparrow}E_j^{\uparrow\downarrow}-E_i^{\uparrow\downarrow}E_j^{\downarrow\uparrow}\big).$$

The spin components are $S^x=\tfrac12(E^{\uparrow\downarrow}+E^{\downarrow\uparrow})$, $S^y=\tfrac i2(E^{\downarrow\uparrow}-E^{\uparrow\downarrow})$ and $S^z=\tfrac12(E^{\uparrow\uparrow}-E^{\downarrow\downarrow})$, where the prefactor $i$ is the imaginary unit. In $S_i^xS_j^x+S_i^yS_j^y$ the double raising and lowering terms cancel, so

$$\mathbf S_i\cdot\mathbf S_j=\tfrac14(E_i^{\uparrow\uparrow}-E_i^{\downarrow\downarrow})(E_j^{\uparrow\uparrow}-E_j^{\downarrow\downarrow})+\tfrac12(E_i^{\uparrow\downarrow}E_j^{\downarrow\uparrow}+E_i^{\downarrow\uparrow}E_j^{\uparrow\downarrow}).$$

In $\tfrac14n_in_j-T^*T$, parallel-spin products have coefficient $\tfrac14$, antiparallel ones $\tfrac14-\tfrac12=-\tfrac14$, and spin flips $+\tfrac12$. The two expressions agree.

Let $T_0=a_{i\uparrow}a_{j\uparrow}$, $T_1=(a_{i\downarrow}a_{j\uparrow}+a_{i\uparrow}a_{j\downarrow})/\sqrt2$ and $T_2=a_{i\downarrow}a_{j\downarrow}$. The flip terms cancel in $T^*T+T_1^*T_1$, leaving the antiparallel products; $T_0^*T_0$ and $T_2^*T_2$ supply the parallel ones. Thus $n_in_j=T^*T+\sum_mT_m^*T_m$.

Let $w$ be the expectation value in a pure or mixed state or, more generally, a positive linear functional, so that every $w(x^*x)$ is real and nonnegative. The spin and density correlations are here $w(\mathbf S_i\cdot\mathbf S_j)$ and $w(n_in_j)$, with no product of mean values subtracted. Both are therefore real, $0\le w(T^*T)\le w(n_in_j)$, and

$$-\tfrac34w(n_in_j)\le w(\mathbf S_i\cdot\mathbf S_j)\le\tfrac14w(n_in_j).$$

For example, mix the singlet with weight 0.6, a triplet with 0.2, and two electrons on site $i$ with 0.2. Then $w(n_in_j)=0.8$ and $w(T^*T)=0.6$, so $w(\mathbf S_i\cdot\mathbf S_j)=0.2-0.6=-0.4$, between $-0.6$ and $0.2$.

For two orthonormal orbitals, these bounds are necessary conditions on a two-particle density matrix; they do not suffice for N-representability.

## Operators and states in Lean

```lean
import Mathlib

open Complex (I)

noncomputable section

namespace SpinPairCorrelation
```

`IsCAR` postulates fermionic statistics and orthonormal modes. No Hilbert space or finite number of sites is assumed.

```lean
/-- Canonical anticommutation relations for annihilators `a k` with creators `star (a k)`. -/
structure IsCAR {μ R : Type*} [DecidableEq μ] [Ring R] [StarRing R] (a : μ → R) : Prop where
  anti : ∀ k l, a k * a l + a l * a k = 0
  anti_star : ∀ k l, a k * star (a l) + star (a l) * a k = if k = l then 1 else 0
```

Positivity stands for nonnegative probabilities. Normalisation is not required.

```lean
/-- A linear functional is positive if `w (x* x)` is real and nonnegative for every `x`. -/
def IsPositive {R : Type*} [Ring R] [StarRing R] [Module ℂ R] (w : R →ₗ[ℂ] ℂ) : Prop :=
  ∀ x, 0 ≤ (w (star x * x)).re ∧ (w (star x * x)).im = 0
```

Spin index `0` is up and `1` is down.

```lean
/-- The three Pauli matrices, with spin index `0` for up and `1` for down. -/
def pauli : Fin 3 → Matrix (Fin 2) (Fin 2) ℂ :=
  ![!![0, 1; 1, 0], !![0, -I; I, 0], !![1, 0; 0, -1]]

/-- The number `1/√2` as a complex scalar. -/
def invSqrt2 : ℂ := (((Real.sqrt 2)⁻¹ : ℝ) : ℂ)
```

The bilinear $E_i^{st}$ is `hop a i s t`, and $n_i$ is `num a i`.

```lean
section Operators

variable {ι A : Type*} [Ring A] [StarRing A]

/-- The on-site bilinear `a*_{i s} a_{i t}`. -/
def hop (a : ι × Fin 2 → A) (i : ι) (s t : Fin 2) : A := star (a (i, s)) * a (i, t)

/-- The number operator `n_i = n_{i↑} + n_{i↓}` of site `i`. -/
def num (a : ι × Fin 2 → A) (i : ι) : A := ∑ s, hop a i s s
```

In the next proof, `key` performs the two anticommutations; `hij` ensures that the mixed anticommutator vanishes.

```lean
/-- For CAR operators on distinct sites, a pair creator times a pair annihilator is the product of
an on-site bilinear at `i` and an on-site bilinear at `j`. -/
theorem pair_star_mul_pair [DecidableEq ι] {a : ι × Fin 2 → A} (h : IsCAR a) {i j : ι}
    (hij : i ≠ j) (s t s' t' : Fin 2) :
    star (a (i, s) * a (j, t)) * (a (i, s') * a (j, t')) = hop a i s s' * hop a j t t' := by
  -- an operator anticommuting with `X` and `Y` commutes with `X * Y`
  have key : ∀ P X Y Q : A, P * X + X * P = 0 → Y * P + P * Y = 0 →
      P * X * (Y * Q) = X * Y * (P * Q) := by
    intro P X Y Q h2 h1
    apply sub_eq_zero.mp
    calc P * X * (Y * Q) - X * Y * (P * Q)
        = (P * X + X * P) * (Y * Q) - X * (Y * P + P * Y) * Q := by noncomm_ring
      _ = 0 := by rw [h1, h2]; simp
  have hne : ((i, s') : ι × Fin 2) ≠ (j, t) := fun e => hij (congrArg Prod.fst e)
  have h1 := h.anti_star (i, s') (j, t)
  rw [if_neg hne] at h1
  have h2 := congrArg star (h.anti (i, s) (j, t))
  simp only [star_add, star_mul, star_zero] at h2
  rw [star_mul]
  exact key _ _ _ _ h2 h1
```

With complex scalars available, the spin and pair operators can be defined.

```lean
variable [Algebra ℂ A]

/-- The spin component `S_i^k = ½ ∑ a*_{i s} (σ_k)_{s t} a_{i t}`. -/
def spin (a : ι × Fin 2 → A) (i : ι) (k : Fin 3) : A :=
  (1 / 2 : ℂ) • ∑ s, ∑ t, pauli k s t • hop a i s t

/-- The spin-spin operator `S_i · S_j = ∑_k S_i^k S_j^k`. -/
def spinDot (a : ι × Fin 2 → A) (i j : ι) : A := ∑ k, spin a i k * spin a j k

/-- The singlet pair annihilator `T = (a_{i↓} a_{j↑} - a_{i↑} a_{j↓}) / √2`. -/
def singlet (a : ι × Fin 2 → A) (i j : ι) : A :=
  invSqrt2 • (a (i, 1) * a (j, 0) - a (i, 0) * a (j, 1))

/-- The three triplet pair annihilators `a_{i↑} a_{j↑}`,
`(a_{i↓} a_{j↑} + a_{i↑} a_{j↓}) / √2` and `a_{i↓} a_{j↓}`. -/
def triplet (a : ι × Fin 2 → A) (i j : ι) : Fin 3 → A :=
  ![a (i, 0) * a (j, 0), invSqrt2 • (a (i, 1) * a (j, 0) + a (i, 0) * a (j, 1)),
    a (i, 1) * a (j, 1)]
```

## From the ladder form to the bounds

The equations `hx`, `hy` and `hz` are the three spin components; `module` collects coefficients after expansion.

```lean
/-- Ladder form: `S_i · S_j = ¼ (n_{i↑} - n_{i↓})(n_{j↑} - n_{j↓}) + ½ (S_i⁺ S_j⁻ + S_i⁻ S_j⁺)`
with `S⁺ = a*_↑ a_↓` and `S⁻ = a*_↓ a_↑`. -/
theorem spinDot_ladder (a : ι × Fin 2 → A) (i j : ι) :
    spinDot a i j = (1 / 4 : ℂ) • ((hop a i 0 0 - hop a i 1 1) * (hop a j 0 0 - hop a j 1 1))
      + (1 / 2 : ℂ) • (hop a i 0 1 * hop a j 1 0 + hop a i 1 0 * hop a j 0 1) := by
  have hx : ∀ m, spin a m 0 = (1 / 2 : ℂ) • (hop a m 0 1 + hop a m 1 0) := by
    intro m
    simp [spin, pauli, Fin.sum_univ_two]
  have hy : ∀ m, spin a m 1 = (I / 2) • (hop a m 1 0 - hop a m 0 1) := by
    intro m
    have e : spin a m 1 = (1 / 2 : ℂ) • ((-I) • hop a m 0 1 + I • hop a m 1 0) := by
      simp [spin, pauli, Fin.sum_univ_two]
    rw [e]
    module
  have hz : ∀ m, spin a m 2 = (1 / 2 : ℂ) • (hop a m 0 0 - hop a m 1 1) := by
    intro m
    simp [spin, pauli, Fin.sum_univ_two, sub_eq_add_neg]
  -- the factor `i² = -1` from the y components cancels the `S⁺S⁺` and `S⁻S⁻` terms
  have hI : I / 2 * (I / 2) = -(1 / 4 : ℂ) := by
    linear_combination (1 / 4 : ℂ) * Complex.I_mul_I
  rw [spinDot, Fin.sum_univ_three]
  simp only [hx, hy, hz]
  simp only [smul_mul_assoc, mul_smul_comm, smul_smul, hI]
  simp only [add_mul, mul_add, sub_mul, mul_sub]
  module
```

The adjoint must also conjugate scalars, which is the role of `StarModule`. The lemma then turns two factors $1/\sqrt2$ into $\tfrac12$.

```lean
variable [StarModule ℂ A]

/-- For `Y = X / √2` one has `Y* Y = ½ X* X`. -/
theorem star_invSqrt2_smul (X : A) :
    star (invSqrt2 • X) * (invSqrt2 • X) = (1 / 2 : ℂ) • (star X * X) := by
  have hs : star invSqrt2 = invSqrt2 := by
    unfold invSqrt2
    exact Complex.conj_ofReal _
  have hm : invSqrt2 * invSqrt2 = 1 / 2 := by
    unfold invSqrt2
    rw [← Complex.ofReal_mul, ← mul_inv, Real.mul_self_sqrt (show (0 : ℝ) ≤ 2 by norm_num)]
    norm_num
  rw [star_smul, hs, smul_mul_assoc, mul_smul_comm, smul_smul, hm]
```

The main identity rewrites pair products as products of bilinears and compares coefficients.

```lean
variable [DecidableEq ι] {a : ι × Fin 2 → A} {i j : ι}

/-- For CAR operators on distinct sites, `S_i · S_j = n_i n_j / 4 - T* T` with `T` the singlet
pair annihilator. -/
theorem spinDot_eq (h : IsCAR a) (hij : i ≠ j) :
    spinDot a i j
      = (1 / 4 : ℂ) • (num a i * num a j) - star (singlet a i j) * singlet a i j := by
  rw [spinDot_ladder, singlet, star_invSqrt2_smul]
  -- both sides become combinations of products of on-site bilinears
  simp only [star_sub, sub_mul, mul_sub, pair_star_mul_pair h hij, num, Fin.sum_univ_two,
    add_mul, mul_add]
  module
```

The same method gives the singlet–triplet decomposition.

```lean
/-- For CAR operators on distinct sites, `n_i n_j = T* T + ∑_m T_m* T_m` with the singlet `T`
and the three triplet pair annihilators `T_m`. -/
theorem num_mul_num_eq (h : IsCAR a) (hij : i ≠ j) :
    num a i * num a j = star (singlet a i j) * singlet a i j
      + ∑ m, star (triplet a i j m) * triplet a i j m := by
  have t0 : triplet a i j 0 = a (i, 0) * a (j, 0) := rfl
  have t1 : triplet a i j 1
      = invSqrt2 • (a (i, 1) * a (j, 0) + a (i, 0) * a (j, 1)) := rfl
  have t2 : triplet a i j 2 = a (i, 1) * a (j, 1) := rfl
  simp only [Fin.sum_univ_three, t0, t1, t2, singlet, star_invSqrt2_smul]
  simp only [star_sub, star_add, sub_mul, mul_sub, pair_star_mul_pair h hij, num,
    Fin.sum_univ_two, add_mul, mul_add]
  module
```

Applying $w$ first shows that the imaginary parts vanish. The two bounds, stated for real parts, are therefore bounds on the correlations themselves.

```lean
/-- For a positive functional `w` and CAR operators on distinct sites, `w (n_i n_j)` and `w (S_i ·
S_j)` are real. -/
theorem state_expectations_real (h : IsCAR a) (hij : i ≠ j) {w : A →ₗ[ℂ] ℂ}
    (hw : IsPositive w) :
    (w (num a i * num a j)).im = 0 ∧ (w (spinDot a i j)).im = 0 := by
  have hT := (hw (singlet a i j)).2
  have hn : (w (num a i * num a j)).im = 0 := by
    rw [num_mul_num_eq h hij, Fin.sum_univ_three]
    simp only [map_add, Complex.add_im]
    have h0 := (hw (triplet a i j 0)).2
    have h1 := (hw (triplet a i j 1)).2
    have h2 := (hw (triplet a i j 2)).2
    linarith
  have e : 4 * w (spinDot a i j)
      = w (num a i * num a j) - 4 * w (star (singlet a i j) * singlet a i j) := by
    rw [spinDot_eq h hij, map_sub, map_smul, smul_eq_mul]
    ring
  have e' := congrArg Complex.im e
  simp only [Complex.mul_im, Complex.sub_im, Complex.re_ofNat, Complex.im_ofNat] at e'
  exact ⟨hn, by linarith⟩

/-- For every positive functional `w` and CAR operators on distinct sites, `Re w (S_i · S_j) ≤ Re w
(n_i n_j) / 4`. -/
theorem state_upper_bound (h : IsCAR a) (hij : i ≠ j) {w : A →ₗ[ℂ] ℂ} (hw : IsPositive w) :
    (w (spinDot a i j)).re ≤ (w (num a i * num a j)).re / 4 := by
  -- the singlet pair weight is nonnegative
  have hT := (hw (singlet a i j)).1
  have e : 4 * w (spinDot a i j)
      = w (num a i * num a j) - 4 * w (star (singlet a i j) * singlet a i j) := by
    rw [spinDot_eq h hij, map_sub, map_smul, smul_eq_mul]
    ring
  have e' := congrArg Complex.re e
  simp only [Complex.mul_re, Complex.sub_re, Complex.re_ofNat, Complex.im_ofNat] at e'
  linarith
```

For the lower bound, `hn` discards the nonnegative triplet weights.

```lean
/-- For every positive functional `w` and CAR operators on distinct sites, `-(3/4) Re w (n_i n_j) ≤
Re w (S_i · S_j)`. -/
theorem state_lower_bound (h : IsCAR a) (hij : i ≠ j) {w : A →ₗ[ℂ] ℂ} (hw : IsPositive w) :
    -(3 / 4) * (w (num a i * num a j)).re ≤ (w (spinDot a i j)).re := by
  -- the triplet pair weights are nonnegative, so the singlet weight is at most `w (n_i n_j)`
  have hn : (w (star (singlet a i j) * singlet a i j)).re ≤ (w (num a i * num a j)).re := by
    rw [num_mul_num_eq h hij, Fin.sum_univ_three]
    simp only [map_add, Complex.add_re]
    have h0 := (hw (triplet a i j 0)).1
    have h1 := (hw (triplet a i j 1)).1
    have h2 := (hw (triplet a i j 2)).1
    linarith
  have e : 4 * w (spinDot a i j)
      = w (num a i * num a j) - 4 * w (star (singlet a i j) * singlet a i j) := by
    rw [spinDot_eq h hij, map_sub, map_smul, smul_eq_mul]
    ring
  have e' := congrArg Complex.re e
  simp only [Complex.mul_re, Complex.sub_re, Complex.re_ofNat, Complex.im_ofNat] at e'
  linarith
```

If $a_{i\downarrow}b=a_{j\downarrow}b=0$, anticommuting $a_{i\downarrow}$ to the right in the first term gives $Tb=0$. The identity then reduces to $\mathbf S_i\cdot\mathbf S_j\,b=\tfrac14n_in_jb$. Here $b$ is an algebra element, not a state vector.

```lean
/-- For CAR operators on distinct sites, if `b` is annihilated from the left by both spin-down
annihilators `a_{i↓}` and `a_{j↓}`, then `S_i · S_j b = n_i n_j b / 4`. -/
theorem spinDot_mul_polarised (h : IsCAR a) (hij : i ≠ j) {b : A}
    (hi : a (i, 1) * b = 0) (hj : a (j, 1) * b = 0) :
    spinDot a i j * b = (1 / 4 : ℂ) • (num a i * num a j * b) := by
  have hs : a (i, 1) * a (j, 0) = -(a (j, 0) * a (i, 1)) :=
    eq_neg_of_add_eq_zero_left (h.anti _ _)
  -- each term of the singlet annihilator contains a spin-down operator
  have hT : singlet a i j * b = 0 := by
    rw [singlet, smul_mul_assoc, sub_mul, hs, neg_mul, mul_assoc, mul_assoc, hi, hj]
    simp
  rw [spinDot_eq h hij, sub_mul, mul_assoc (star (singlet a i j)), hT, mul_zero, sub_zero,
    smul_mul_assoc]

end Operators
```

## A two-site realisation

Matrices provide a concrete model. Each Jordan–Wigner step adds a mode and puts opposite signs on the old annihilators in its two blocks, so that old and new modes anticommute.

```lean
section Witness

/-- Two-by-two block matrices with entries in `R`. -/
abbrev M2 (R : Type*) := Matrix (Fin 2) (Fin 2) R

/-- One Jordan-Wigner step: the new mode is the block matrix `(0 1; 0 0)` and each old mode
`a k` becomes `diag (a k, -a k)`. -/
def addMode {μ R : Type*} [Ring R] (a : μ → R) : Option μ → M2 R
  | none => !![0, 1; 0, 0]
  | some k => !![a k, 0; 0, -a k]

/-- The functional on block matrices that applies `w` to the diagonal block `s`. -/
def diagState {R : Type*} [Ring R] [Module ℂ R] (w : R →ₗ[ℂ] ℂ) (s : Fin 2) :
    M2 R →ₗ[ℂ] ℂ where
  toFun x := w (x s s)
  map_add' x y := by simp [Matrix.add_apply]
  map_smul' c x := by simp [Matrix.smul_apply]
```

The CAR are checked block by block. For positivity, diagonal block $s$ of $x^*x$ is $\sum_r x_{rs}^*x_{rs}$.

```lean
/-- A Jordan-Wigner step preserves the canonical anticommutation relations. -/
theorem isCAR_addMode {μ R : Type*} [DecidableEq μ] [Ring R] [StarRing R] {a : μ → R}
    (h : IsCAR a) : IsCAR (addMode a) := by
  have h1 : ∀ k l, addMode a k * addMode a l + addMode a l * addMode a k = 0 := by
    intro k l
    ext i j
    simp only [Matrix.add_apply, Matrix.mul_apply, Fin.sum_univ_two]
    rcases k with _ | k <;> rcases l with _ | l <;> fin_cases i <;> fin_cases j <;>
      simp [addMode, h.anti]
  have h2 : ∀ k l, addMode a k * star (addMode a l) + star (addMode a l) * addMode a k
      = if k = l then 1 else 0 := by
    intro k l
    rcases k with _ | k <;> rcases l with _ | l
    · rw [if_pos rfl]
      ext i j
      simp only [Matrix.add_apply, Matrix.mul_apply, Fin.sum_univ_two, Matrix.star_apply]
      fin_cases i <;> fin_cases j <;> simp [addMode]
    · ext i j
      simp only [Matrix.add_apply, Matrix.mul_apply, Fin.sum_univ_two, Matrix.star_apply]
      fin_cases i <;> fin_cases j <;> simp [addMode]
    · ext i j
      simp only [Matrix.add_apply, Matrix.mul_apply, Fin.sum_univ_two, Matrix.star_apply]
      fin_cases i <;> fin_cases j <;> simp [addMode]
    · have hkl := h.anti_star k l
      by_cases e : k = l
      · subst e
        rw [if_pos rfl] at hkl
        rw [if_pos rfl]
        ext i j
        simp only [Matrix.add_apply, Matrix.mul_apply, Fin.sum_univ_two, Matrix.star_apply]
        fin_cases i <;> fin_cases j <;> simp [addMode, hkl]
      · have hne : some k ≠ some l := fun e' => e (Option.some.inj e')
        rw [if_neg e] at hkl
        rw [if_neg hne]
        ext i j
        simp only [Matrix.add_apply, Matrix.mul_apply, Fin.sum_univ_two, Matrix.star_apply]
        fin_cases i <;> fin_cases j <;> simp [addMode, hkl]
  exact ⟨h1, h2⟩

/-- Applying a positive functional to a diagonal block gives a positive functional on block
matrices. -/
theorem isPositive_diagState {R : Type*} [Ring R] [StarRing R] [Module ℂ R]
    {w : R →ₗ[ℂ] ℂ} (hw : IsPositive w) (s : Fin 2) : IsPositive (diagState w s) := by
  intro x
  have e : diagState w s (star x * x)
      = w (star (x 0 s) * x 0 s) + w (star (x 1 s) * x 1 s) := by
    show w ((star x * x) s s) = _
    simp only [Matrix.mul_apply, Fin.sum_univ_two, map_add, Matrix.star_apply]
  have h0 := hw (x 0 s)
  have h1 := hw (x 1 s)
  have key : 0 ≤ (diagState w s (star x * x)).re ∧ (diagState w s (star x * x)).im = 0 := by
    rw [e, Complex.add_re, Complex.add_im]
    exact ⟨add_nonneg h0.1 h1.1, by rw [h0.2, h1.2, add_zero]⟩
  exact key
```

Four steps, starting from no modes, give two sites with spin. In `basisState`, index `0` means empty and `1` occupied.

```lean
/-- Fourfold nested two-by-two complex block matrices, one level per spin orbital. -/
abbrev Fock := M2 (M2 (M2 (M2 ℂ)))

/-- The nesting level assigned to each (site, spin) pair of a two-site system. -/
def modeIndex (p : Fin 2 × Fin 2) : Option (Option (Option (Option Empty))) :=
  ![![none, some none], ![some (some none), some (some (some none))]] p.1 p.2

/-- The Jordan-Wigner annihilators of two sites with spin. -/
def twoSite (p : Fin 2 × Fin 2) : Fock :=
  addMode (addMode (addMode (addMode (fun e : Empty => (e.elim : ℂ))))) (modeIndex p)

/-- The functional picking the diagonal matrix entry labelled by `n`, one index per spin
orbital. -/
def basisState (n : Fin 2 × Fin 2 → Fin 2) : Fock →ₗ[ℂ] ℂ :=
  diagState (diagState (diagState (diagState (LinearMap.id : ℂ →ₗ[ℂ] ℂ)
    (n (1, 1))) (n (1, 0))) (n (0, 1))) (n (0, 0))
```

The last theorem combines the four steps and confirms that these functionals are normalised.

```lean
/-- The two-site Jordan-Wigner operators satisfy the CAR, and each diagonal-entry functional is
positive with value one on the identity. -/
theorem twoSite_witness :
    IsCAR twoSite ∧ ∀ n, IsPositive (basisState n) ∧ basisState n 1 = 1 := by
  have hinj : ∀ k l, modeIndex k = modeIndex l ↔ k = l := by decide
  have h0 : IsCAR (fun e : Empty => (e.elim : ℂ)) := ⟨fun k => k.elim, fun k => k.elim⟩
  have h4 := isCAR_addMode (isCAR_addMode (isCAR_addMode (isCAR_addMode h0)))
  have hid : IsPositive (LinearMap.id : ℂ →ₗ[ℂ] ℂ) := by
    intro x
    have e : star x * x = ((Complex.normSq x : ℝ) : ℂ) := Complex.normSq_eq_conj_mul_self.symm
    show 0 ≤ (star x * x).re ∧ (star x * x).im = 0
    rw [e, Complex.ofReal_re, Complex.ofReal_im]
    exact ⟨Complex.normSq_nonneg x, rfl⟩
  refine ⟨⟨fun k l => h4.anti (modeIndex k) (modeIndex l), fun k l => ?_⟩, fun n => ⟨?_, ?_⟩⟩
  · have hkl := h4.anti_star (modeIndex k) (modeIndex l)
    by_cases e : k = l
    · rw [if_pos ((hinj k l).2 e)] at hkl
      rw [if_pos e]
      exact hkl
    · have hne : ¬ modeIndex k = modeIndex l := fun e' => e ((hinj k l).1 e')
      rw [if_neg hne] at hkl
      rw [if_neg e]
      exact hkl
  · exact isPositive_diagState (isPositive_diagState (isPositive_diagState
      (isPositive_diagState hid _) _) _) _
  · simp [basisState, diagState]

end Witness

end SpinPairCorrelation

end
```

```lean
#print axioms SpinPairCorrelation.state_expectations_real
#print axioms SpinPairCorrelation.state_upper_bound
#print axioms SpinPairCorrelation.state_lower_bound
#print axioms SpinPairCorrelation.spinDot_mul_polarised
```

```
'SpinPairCorrelation.state_expectations_real' depends on axioms: [propext, Classical.choice, Quot.sound]
'SpinPairCorrelation.state_upper_bound' depends on axioms: [propext, Classical.choice, Quot.sound]
'SpinPairCorrelation.state_lower_bound' depends on axioms: [propext, Classical.choice, Quot.sound]
'SpinPairCorrelation.spinDot_mul_polarised' depends on axioms: [propext, Classical.choice, Quot.sound]
```
